# The Laplace transform of the reactive density for a modified Arrhenius rate with n > 0

## Density of states, threshold and temperature

Energies E are measured from the ground state of the reactant, and b = 1/(k_B T) is the inverse temperature. The density of states of the reactant is r(E). Its Laplace transform over positive energies is the partition function,

Q(b) = ∫_0^∞ exp(−bE) r(E) dE.

Three constants describe the reaction: a threshold energy Ea ≥ 0, an exponent n > 0 and a prefactor A. They stand for the parameters of a thermal rate constant of the form

k(T) = A (k_B T)^n exp(−Ea/(k_B T)) = A b^(−n) exp(−b Ea),

in the high-pressure limit, where collisions keep the reactant in a Boltzmann distribution. All three are taken as independent of temperature, and A carries the unit of a rate divided by an energy to the power n.

The reactive density is

g(E) = (1/Γ(n)) ∫_0^(E−Ea) (E − Ea − x)^(n−1) r(x) dx for E > Ea,

and g(E) = 0 for E ≤ Ea. The microcanonical rate is k(E) = A g(E)/r(E).

## What is claimed about g and k

If the integral for Q(b) converges absolutely at some b > 0, then so does the transform of g, and

∫_0^∞ exp(−bE) g(E) dE = b^(−n) exp(−b Ea) Q(b).

If moreover r > 0 at all positive energies, the Boltzmann average of k(E) is the modified Arrhenius expression A b^(−n) exp(−b Ea).

In master-equation simulations of unimolecular reactions, this supplies energy-resolved rates that agree with a given high-pressure rate constant, for the three-parameter form above and a continuous density of states.

## The derivation by convolution

Put the Boltzmann factor into both ingredients:

F(x) = exp(−bx) r(x) for x > 0, and 0 otherwise,

K(y) = exp(−by) (y − Ea)^(n−1)/Γ(n) for y > Ea, and 0 otherwise.

The integral of K follows from the shift t = y − Ea and the Gamma integral:

∫ K(y) dy = (exp(−b Ea)/Γ(n)) ∫_0^∞ t^(n−1) exp(−bt) dt
= (exp(−b Ea)/Γ(n)) · Γ(n) b^(−n)
= b^(−n) exp(−b Ea).

The product F(x) K(E − x) is nonzero only if x > 0 and E − x > Ea, that is, for 0 < x < E − Ea. There the exponentials combine to exp(−bx) exp(−b(E − x)) = exp(−bE). Hence

∫ F(x) K(E − x) dx = exp(−bE) g(E).

Both F and K are absolutely integrable, so Fubini's theorem applies. The convolution integral converges for almost every E, the result is integrable in E, and

∫ exp(−bE) g(E) dE = (∫ F(x) dx)(∫ K(y) dy) = Q(b) b^(−n) exp(−b Ea),

with E running over the whole line. Since Ea ≥ 0, g vanishes for E ≤ 0, and the left side is the Laplace transform of g.

For the thermal average, r(E) k(E) = A g(E) wherever r(E) > 0. The numerator of the average is therefore A b^(−n) exp(−b Ea) Q(b), and division by Q(b) > 0 leaves the Arrhenius expression.

## The rate for a power-law density

Take r(x) = x^(s−1)/Γ(s) with s > 0. For integer s this is the classical density of states of s harmonic oscillators, up to a constant that cancels in k(E). With a = E − Ea > 0 and x = au,

∫_0^a (a − x)^(n−1) x^(s−1) dx = a^(s+n−1) ∫_0^1 (1 − u)^(n−1) u^(s−1) du
= a^(s+n−1) Γ(s)Γ(n)/Γ(s+n).

So g(E) = (E − Ea)^(s+n−1)/Γ(s+n), and

k(E) = A (Γ(s)/Γ(s+n)) (E − Ea)^(s+n−1)/E^(s−1).

## Numbers for two oscillators

Let s = 2, n = 1, Ea = 1 and b = 2 in matching units. Then r(x) = x and Q(2) = 1/4. Above threshold g(E) = (E − 1)²/2, whose transform is

∫_1^∞ exp(−2E) (E − 1)²/2 dE = exp(−2)/8 ≈ 0.0169.

The general formula gives 2^(−1) · exp(−2) · 1/4, the same number. The rate at E = 3 is k(3) = A · 4/(2 · 3) = 2A/3, while the thermal rate is A exp(−2)/2 ≈ 0.068 A.

## A negative threshold breaks the formula

Let r = 1, n = 1, b = 1 and Ea = −1. Then g(E) = E + 1 for E > −1, and its transform over positive energies is

∫_0^∞ exp(−E) (E + 1) dE = 2,

whereas b^(−n) exp(−b Ea) Q(b) = e. The missing e − 2 is the contribution of −1 < E < 0, which the Laplace integral leaves out.

## How the Lean statements express this

`laplace r b` is Q(b), an integral over the open half-line `Ioi 0`. `FiniteLaplace r b` says that this integral converges absolutely, which includes the measurability that is needed. The function `r` is defined on all reals, but only its values at positive energies enter. `reactiveDensity` is g, with the integration window written as `Ioo 0 (E - Ea)`; this window is empty for E ≤ Ea, so the threshold needs no separate clause. `microRate` is k(E), and `thermalRate` is the Boltzmann average.

The main theorem, `laplace_reactiveDensity`, states convergence and value together and does not require `r` to be positive. Positivity enters as `hpos` in `thermalRate_microRate`. For n < 1 the integral for g may diverge at particular energies; `reactiveDensity_converges` shows that they form a null set, which the transform does not see.

The theorems go from k(E) to the thermal rate and do not say that k(E) is the only function with this average. The density depends on energy alone, so angular momentum is not resolved, and a discrete spectrum is not covered. The case n = 0, the plain Arrhenius law, is excluded. No transition-state sum of states appears: this is not the RRKM expression for k(E), but a rate built from assumed Arrhenius parameters.

```lean
import Mathlib

open MeasureTheory Set

namespace InverseLaplaceRate

noncomputable section

/-- The Laplace transform of `f` over positive energies at inverse temperature `b`. -/
def laplace (f : ℝ → ℝ) (b : ℝ) : ℝ := ∫ E in Ioi (0 : ℝ), Real.exp (-(b * E)) * f E

/-- The Laplace integral of `f` at inverse temperature `b` converges absolutely. -/
def FiniteLaplace (f : ℝ → ℝ) (b : ℝ) : Prop :=
  IntegrableOn (fun E => Real.exp (-(b * E)) * f E) (Ioi (0 : ℝ))

/-- The reactive density `g(E)`: the density of states `r` convolved with a power of the
energy in excess of the threshold `Ea`, for `n > 0`. -/
def reactiveDensity (n Ea : ℝ) (r : ℝ → ℝ) (E : ℝ) : ℝ :=
  ∫ x in Ioo 0 (E - Ea), (E - Ea - x) ^ (n - 1) * r x / Real.Gamma n

/-- The microcanonical rate `k(E) = A g(E) / r(E)`, for energies with `r(E) ≠ 0`. -/
def microRate (A n Ea : ℝ) (r : ℝ → ℝ) (E : ℝ) : ℝ := A * reactiveDensity n Ea r E / r E

/-- The Boltzmann average of `k` over the density of states `r`, for a nonzero partition
function. -/
def thermalRate (k r : ℝ → ℝ) (b : ℝ) : ℝ := laplace (fun E => r E * k E) b / laplace r b

/-- The Boltzmann-weighted density of states, extended by zero to the whole energy axis. -/
def weighted (r : ℝ → ℝ) (b : ℝ) : ℝ → ℝ :=
  (Ioi (0 : ℝ)).indicator fun x => Real.exp (-(b * x)) * r x

/-- The Boltzmann-weighted power kernel that starts at the threshold `Ea`, for `n > 0`. -/
def kernel (n Ea b : ℝ) : ℝ → ℝ :=
  (Ioi Ea).indicator fun y => Real.exp (-(b * y)) * ((y - Ea) ^ (n - 1) / Real.Gamma n)

/-- The weighted power kernel has total integral `b^(-n) exp(-b Ea)`. -/
theorem integral_kernel {n b : ℝ} (Ea : ℝ) (hn : 0 < n) (hb : 0 < b) :
    ∫ y, kernel n Ea b y = b ^ (-n) * Real.exp (-(b * Ea)) := by
  have h : ∀ y, kernel n Ea b y = Real.exp (-(b * Ea)) / Real.Gamma n *
      (Ioi (0 : ℝ)).indicator (fun t => t ^ (n - 1) * Real.exp (-(b * t))) (y - Ea) := by
    intro y
    by_cases hy : Ea < y
    · have he : Real.exp (-(b * y)) = Real.exp (-(b * Ea)) * Real.exp (-(b * (y - Ea))) := by
        rw [← Real.exp_add]
        congr 1
        ring
      rw [kernel, indicator_of_mem (mem_Ioi.2 hy), indicator_of_mem (mem_Ioi.2 (sub_pos.2 hy)),
        he]
      ring
    · rw [kernel, indicator_of_notMem (by simpa using hy),
        indicator_of_notMem (by simpa using hy), mul_zero]
  have hG : Real.Gamma n ≠ 0 := (Real.Gamma_pos_of_pos hn).ne'
  -- shift the threshold to the origin and use the Gamma integral
  simp_rw [h]
  rw [integral_const_mul, integral_sub_right_eq_self
    ((Ioi (0 : ℝ)).indicator (fun t => t ^ (n - 1) * Real.exp (-(b * t)))) Ea,
    integral_indicator measurableSet_Ioi, Real.integral_rpow_mul_exp_neg_mul_Ioi hn hb,
    one_div, Real.inv_rpow hb.le, Real.rpow_neg hb.le]
  field_simp

/-- The weighted density times the shifted kernel is `exp(-bE)` times the integrand of the
reactive density, on the window `0 < x < E - Ea`, and zero outside. -/
theorem weighted_mul_kernel (n Ea b : ℝ) (r : ℝ → ℝ) (E x : ℝ) :
    weighted r b x * kernel n Ea b (E - x) = (Ioo 0 (E - Ea)).indicator (fun x =>
      Real.exp (-(b * E)) * ((E - Ea - x) ^ (n - 1) * r x / Real.Gamma n)) x := by
  by_cases h0 : 0 < x
  · by_cases h1 : x < E - Ea
    · have h2 : E - x ∈ Ioi Ea := by
        rw [mem_Ioi]
        linarith
      have he : Real.exp (-(b * E)) = Real.exp (-(b * x)) * Real.exp (-(b * (E - x))) := by
        rw [← Real.exp_add]
        congr 1
        ring
      rw [weighted, kernel, indicator_of_mem (mem_Ioi.2 h0), indicator_of_mem h2,
        indicator_of_mem (mem_Ioo.2 ⟨h0, h1⟩), he, show E - x - Ea = E - Ea - x by ring]
      ring
    · have h2 : E - x ∉ Ioi Ea := fun h => h1 (by rw [mem_Ioi] at h; linarith)
      rw [kernel, indicator_of_notMem h2, indicator_of_notMem (fun h => h1 h.2), mul_zero]
  · have h2 : x ∉ Ioi (0 : ℝ) := h0
    have h3 : x ∉ Ioo 0 (E - Ea) := fun h => h0 h.1
    rw [weighted, indicator_of_notMem h2, indicator_of_notMem h3, zero_mul]

/-- The weighted kernel is integrable. -/
theorem integrable_kernel {n b : ℝ} (Ea : ℝ) (hn : 0 < n) (hb : 0 < b) :
    Integrable (kernel n Ea b) := by
  by_contra h
  have h1 := integral_kernel Ea hn hb
  rw [integral_undef h] at h1
  have h2 : 0 < b ^ (-n) * Real.exp (-(b * Ea)) := by positivity
  linarith

/-- The integral that defines the reactive density converges at almost every energy. -/
theorem reactiveDensity_converges {n b : ℝ} (Ea : ℝ) {r : ℝ → ℝ} (hn : 0 < n) (hb : 0 < b)
    (hr : FiniteLaplace r b) : ∀ᵐ E : ℝ, IntegrableOn
      (fun x => (E - Ea - x) ^ (n - 1) * r x / Real.Gamma n) (Ioo 0 (E - Ea)) := by
  have hF : Integrable (weighted r b) := (integrable_indicator_iff measurableSet_Ioi).2 hr
  filter_upwards [hF.ae_convolution_exists (ContinuousLinearMap.mul ℝ ℝ)
    (integrable_kernel Ea hn hb)] with E hE
  have h1 : Integrable (fun x => weighted r b x * kernel n Ea b (E - x)) := hE
  rw [funext (weighted_mul_kernel n Ea b r E)] at h1
  have h2 := (integrable_indicator_iff measurableSet_Ioo).1 h1
  -- remove the constant Boltzmann factor
  refine (Integrable.const_mul h2 (Real.exp (b * E))).congr (Filter.Eventually.of_forall ?_)
  intro x
  beta_reduce
  rw [← mul_assoc, ← Real.exp_add, add_neg_cancel, Real.exp_zero, one_mul]

/-- The reactive density has a finite Laplace transform, equal to `b^(-n) exp(-b Ea)` times
that of the density of states. -/
theorem laplace_reactiveDensity {n b Ea : ℝ} {r : ℝ → ℝ} (hn : 0 < n) (hb : 0 < b)
    (hEa : 0 ≤ Ea) (hr : FiniteLaplace r b) :
    FiniteLaplace (reactiveDensity n Ea r) b ∧
      laplace (reactiveDensity n Ea r) b = b ^ (-n) * Real.exp (-(b * Ea)) * laplace r b := by
  have hF : Integrable (weighted r b) := (integrable_indicator_iff measurableSet_Ioi).2 hr
  have hK := integrable_kernel Ea hn hb
  have hconv : convolution (weighted r b) (kernel n Ea b) (ContinuousLinearMap.mul ℝ ℝ) volume
      = fun E => Real.exp (-(b * E)) * reactiveDensity n Ea r E := by
    funext E
    change ∫ x, weighted r b x * kernel n Ea b (E - x) = _
    rw [funext (weighted_mul_kernel n Ea b r E), integral_indicator measurableSet_Ioo,
      integral_const_mul, reactiveDensity]
  have hint := hF.integrable_convolution (ContinuousLinearMap.mul ℝ ℝ) hK
  have hval := integral_convolution (ContinuousLinearMap.mul ℝ ℝ) hF hK
  rw [hconv] at hint hval
  refine ⟨hint.integrableOn, ?_⟩
  -- there is no reactive density at or below the threshold
  have hzero : ∀ E, E ∉ Ioi (0 : ℝ) →
      Real.exp (-(b * E)) * reactiveDensity n Ea r E = 0 := by
    intro E hE
    have hle : E - Ea ≤ 0 := by
      rw [mem_Ioi, not_lt] at hE
      linarith
    rw [reactiveDensity, Ioo_eq_empty (not_lt_of_ge hle), setIntegral_empty, mul_zero]
  have hw : ∫ x, weighted r b x = laplace r b := integral_indicator measurableSet_Ioi
  rw [laplace, setIntegral_eq_integral_of_forall_compl_eq_zero hzero, hval,
    ContinuousLinearMap.mul_apply', hw, integral_kernel Ea hn hb]
  ring

/-- For a positive density of states, the thermal average of the microcanonical rate is the
modified Arrhenius expression `A b^(-n) exp(-b Ea)`. -/
theorem thermalRate_microRate {n b Ea : ℝ} (A : ℝ) {r : ℝ → ℝ} (hn : 0 < n) (hb : 0 < b)
    (hEa : 0 ≤ Ea) (hr : FiniteLaplace r b) (hpos : ∀ E, 0 < E → 0 < r E) :
    thermalRate (microRate A n Ea r) r b = A * b ^ (-n) * Real.exp (-(b * Ea)) := by
  have hp : ∀ E ∈ Ioi (0 : ℝ), 0 < Real.exp (-(b * E)) * r E :=
    fun E hE => mul_pos (Real.exp_pos _) (hpos E hE)
  have hsub : Ioi (0 : ℝ) ⊆ Function.support (fun E => Real.exp (-(b * E)) * r E) :=
    fun E hE => (hp E hE).ne'
  have hQ : 0 < laplace r b := by
    rw [laplace, setIntegral_pos_iff_support_of_nonneg_ae
      ((ae_restrict_mem measurableSet_Ioi).mono fun E hE => (hp E hE).le) hr,
      inter_eq_right.2 hsub]
    simp
  have hnum : laplace (fun E => r E * microRate A n Ea r E) b
      = A * laplace (reactiveDensity n Ea r) b := by
    rw [laplace, laplace, ← integral_const_mul]
    refine setIntegral_congr_fun measurableSet_Ioi fun E hE => ?_
    have hE' : r E ≠ 0 := (hpos E hE).ne'
    simp only [microRate]
    field_simp
  rw [thermalRate, hnum, (laplace_reactiveDensity hn hb hEa hr).2, div_eq_iff hQ.ne']
  ring

/-- For the power-law density `x^(s-1)/Γ(s)`, the microcanonical rate above threshold is
`A Γ(s)/Γ(s+n) (E-Ea)^(s+n-1) / E^(s-1)`. -/
theorem microRate_powerLaw {n s Ea E : ℝ} (A : ℝ) (hn : 0 < n) (hs : 0 < s) (hEa : 0 ≤ Ea)
    (hE : Ea < E) :
    microRate A n Ea (fun x => x ^ (s - 1) / Real.Gamma s) E =
      A * (Real.Gamma s / Real.Gamma (s + n)) * (E - Ea) ^ (s + n - 1) / E ^ (s - 1) := by
  have ha : 0 < E - Ea := sub_pos.2 hE
  have hGs : Real.Gamma s ≠ 0 := (Real.Gamma_pos_of_pos hs).ne'
  have hGn : Real.Gamma n ≠ 0 := (Real.Gamma_pos_of_pos hn).ne'
  have hGsn : Real.Gamma (s + n) ≠ 0 := (Real.Gamma_pos_of_pos (add_pos hs hn)).ne'
  have hEp : E ^ (s - 1) ≠ 0 := (Real.rpow_pos_of_pos (hEa.trans_lt hE) _).ne'
  have hg : reactiveDensity n Ea (fun x => x ^ (s - 1) / Real.Gamma s) E =
      (E - Ea) ^ (s + n - 1) / Real.Gamma (s + n) := by
    rw [reactiveDensity]
    generalize E - Ea = a at ha ⊢
    -- the beta integral, read off from its complex form
    have hc : ((∫ x in (0 : ℝ)..a, x ^ (s - 1) * (a - x) ^ (n - 1) : ℝ) : ℂ) =
        (a : ℂ) ^ ((s : ℂ) + n - 1) * Complex.betaIntegral s n := by
      rw [← Complex.betaIntegral_scaled _ _ ha, ← intervalIntegral.integral_ofReal]
      refine intervalIntegral.integral_congr fun x hx => ?_
      rw [uIcc_of_le ha.le] at hx
      rw [Complex.ofReal_mul, Complex.ofReal_cpow hx.1,
        Complex.ofReal_cpow (sub_nonneg.2 hx.2)]
      push_cast
      rfl
    have hB := Complex.Gamma_mul_Gamma_eq_betaIntegral (s := (s : ℂ)) (t := (n : ℂ))
      (by simpa using hs) (by simpa using hn)
    have key : Real.Gamma (s + n) * (∫ x in (0 : ℝ)..a, x ^ (s - 1) * (a - x) ^ (n - 1)) =
        a ^ (s + n - 1) * (Real.Gamma s * Real.Gamma n) := by
      apply Complex.ofReal_injective
      rw [Complex.ofReal_mul, hc, Complex.ofReal_mul, Complex.ofReal_mul,
        Complex.ofReal_cpow ha.le]
      simp only [← Complex.Gamma_ofReal, Complex.ofReal_add, Complex.ofReal_sub,
        Complex.ofReal_one]
      linear_combination (-(a : ℂ) ^ ((s : ℂ) + n - 1)) * hB
    have hi : ∀ x : ℝ, (a - x) ^ (n - 1) * (x ^ (s - 1) / Real.Gamma s) / Real.Gamma n =
        (Real.Gamma s * Real.Gamma n)⁻¹ * (x ^ (s - 1) * (a - x) ^ (n - 1)) := by
      intro x
      field_simp
    simp_rw [hi]
    rw [integral_const_mul, ← integral_Ioc_eq_integral_Ioo,
      ← intervalIntegral.integral_of_le ha.le, eq_div_iff hGsn, mul_assoc,
      mul_comm _ (Real.Gamma (s + n)), key]
    field_simp
  rw [microRate, hg]
  field_simp

end

end InverseLaplaceRate
```

```lean
#print axioms InverseLaplaceRate.reactiveDensity_converges
#print axioms InverseLaplaceRate.laplace_reactiveDensity
#print axioms InverseLaplaceRate.thermalRate_microRate
#print axioms InverseLaplaceRate.microRate_powerLaw
```

```
'InverseLaplaceRate.reactiveDensity_converges' depends on axioms: [propext, Classical.choice, Quot.sound]
'InverseLaplaceRate.laplace_reactiveDensity' depends on axioms: [propext, Classical.choice, Quot.sound]
'InverseLaplaceRate.thermalRate_microRate' depends on axioms: [propext, Classical.choice, Quot.sound]
'InverseLaplaceRate.microRate_powerLaw' depends on axioms: [propext, Classical.choice, Quot.sound]
```

## From the Gamma integral to the Laplace transform

`integral_kernel` computes ∫ K. Its first step, `h`, writes the kernel as a constant times the Gamma integrand evaluated at y − Ea. Translation invariance, `integral_sub_right_eq_self`, then removes the shift, and Mathlib's Gamma integral gives the value.

`integrable_kernel` gets integrability from that value. Lean assigns zero to an integral that does not converge, and b^(−n) exp(−b Ea) is positive, so the kernel must be integrable.

`weighted_mul_kernel` is the pointwise identity for F(x) K(E − x). It splits on whether 0 < x and x < E − Ea: inside the window the exponentials combine, and outside it one factor is zero.

`reactiveDensity_converges` takes the almost-everywhere existence of the convolution from Mathlib and multiplies by exp(bE) to remove the Boltzmann factor.

In `laplace_reactiveDensity`, the step `hconv` identifies the convolution with exp(−bE) g(E). The Fubini argument is contained in `integrable_convolution` and `integral_convolution`, which give `hint` and `hval`. The step `hzero` uses Ea ≥ 0 to pass from the whole line to positive energies.

## From the transform to the rates

`thermalRate_microRate` first proves Q(b) > 0 in `hQ`: the integrand is positive on the whole half-line, which has positive measure. The step `hnum` cancels r(E) inside the integral, and the main theorem supplies the rest.

`microRate_powerLaw` evaluates g with the beta integral, which Mathlib states for complex arguments. The step `hc` carries out the scaling x = au in complex form, `hB` relates the beta integral to Gamma functions, and `key` brings the identity back to the reals. What remains is the division by r(E).
